# Second-order hyperfine shift at high field for an electron spin 1/2 coupled isotropically to one nucleus

A simulation that places hyperfine lines at their first-order positions draws them equally spaced, and for a large coupling they land visibly off. Take a nuclear spin $I=7/2$, a coupling $A=300$ MHz and an electron Zeeman energy $B=9500$ MHz. To leading order, the line at nuclear projection $m=\pm1/2$ is misplaced by 73 MHz and the line at $m=\pm7/2$ by 17 MHz. A fit can absorb the part common to all lines into the $g$ value, but the unequal spacing remains.

## The frequency and its high-field limit

The Hamiltonian is $H = B S_z + A\,\mathbf S\cdot\mathbf I$, with all energies in frequency units and the nuclear Zeeman term neglected. For $s=\pm1$ let

$$R_s=\sqrt{\left(B+A(m+\tfrac s2)\right)^2+A^2\left(I(I+1)-m(m+s)\right)} .$$

For $B>|A|(I+\tfrac12)$ the electron transition at fixed $m$ has frequency $v=(R_1+R_{-1})/2$, and

$$\lim_{B\to\infty}B\,(v-B-Am)=\frac{A^2\left(I(I+1)-m^2\right)}{2}.$$

At high field the line therefore lies above $B+Am$ by approximately this constant divided by $B$, whatever the sign of $A$.

## Line positions, spacings and resonance fields in a code

For the present one-nucleus, isotropic model, second-order perturbation theory places the lines at $B+Am$ plus this constant divided by $B$. The limit also gives a check on a routine that diagonalises the same Hamiltonian: $B(v-B-Am)$ should approach the stated constant as $B$ grows. Floating-point cancellation spoils the check at very large $B$, because $v$ and $B+Am$ nearly agree. The rationalised form derived below evaluates the shift from the closed formula without that subtraction, but it does not test the eigenvalues of the routine.

Two related limits are useful. The spacing of the lines $m$ and $m-1$ satisfies

$$B\,(v_m-v_{m-1}-A)\to \frac{A^2(1-2m)}{2},$$

so the deviation from equal spacing is linear in $m$ at this order. For a field-swept spectrum,

$$v\,(v-Am-B)\to \frac{A^2\left(I(I+1)-m^2\right)}{2},$$

which puts the resonance field, in energy units, below $v-Am$ by approximately the same constant divided by $v$.

## From 2×2 blocks to the shift

The total projection $S_z+I_z$ is conserved, so $H$ couples $|{\uparrow},k\rangle$ only to $|{\downarrow},k+1\rangle$. The diagonal elements are $B/2+Ak/2$ and $-B/2-A(k+1)/2$. The flip-flop part of $A\,\mathbf S\cdot\mathbf I$ gives the off-diagonal element

$$q=\frac A2\sqrt{I(I+1)-k(k+1)} .$$

The mean of the diagonal elements is $-A/4$ and their difference is $B+A(k+\tfrac12)$. The levels are therefore $-A/4\pm R/2$, with

$$R^2=\left(B+A(k+\tfrac12)\right)^2+4q^2 .$$

At high field the upper level of block $k$ is mainly $|{\uparrow},k\rangle$ and the lower one mainly $|{\downarrow},k+1\rangle$. The transition at fixed $m$ thus runs from the lower level of block $m-1$ to the upper level of block $m$. The terms $-A/4$ cancel in the difference. Block $m$ contributes $R_1/2$ and block $m-1$ contributes $R_{-1}/2$, which gives $v$.

Now write $a_s=A(m+s/2)$ and $c_s=A^2(I(I+1)-m(m+s))$. For sufficiently large $B$,

$$R_s-(B+a_s)=\frac{c_s}{R_s+B+a_s}.$$

Multiplying by $B$ and dividing numerator and denominator by $B$ gives

$$B\left(R_s-B-a_s\right)=\frac{c_s}{\sqrt{(1+a_s/B)^2+c_s/B^2}+1+a_s/B}\to\frac{c_s}{2}.$$

Since $(a_1+a_{-1})/2=Am$, the average over $s$ is $B(v-B-Am)$, and its limit is $(c_1+c_{-1})/4$. The terms linear in $m$ cancel in $c_1+c_{-1}=2A^2(I(I+1)-m^2)$, which yields the shift. In a code, the same average reads

$$v-B-Am=\frac12\sum_{s=\pm1}\frac{c_s}{R_s+B+a_s}.$$

Subtracting the limits for $m$ and $m-1$ gives the spacing result. For the field-swept form, let $\delta=v-B-Am$. Since $B\delta$ has a finite limit, $\delta\to0$, and $v\delta=B\delta+(\delta+Am)\delta$ has the same limit as $B\delta$.

The smallest nuclear spin is $I=0$, with $m=0$: then $v=B$ once $B\ge|A|/2$, and the shift vanishes. For $I=1/2$ both lines have the limiting constant $A^2/4$, and their spacing is exactly $A$ once $B\ge|A|$.

## The Lean source

```lean
import Mathlib

open Filter Topology

namespace SecondOrderHyperfine

noncomputable section

/-- Flip-flop matrix element of `A S·I` between `|↑,k⟩` and `|↓,k+1⟩`, for `-I ≤ k ≤ I-1`. It is
zero at `k = -I-1` and `k = I`, where one of the two states does not exist. -/
def flipFlop (A I k : ℝ) : ℝ := A / 2 * √(I * (I + 1) - k * (k + 1))

/-- Block of `B S_z + A S·I` on the states `|↑,k⟩`, `|↓,k+1⟩`, with `B` the electron
Zeeman energy. -/
def hfBlock (A I k B : ℝ) : Matrix (Fin 2) (Fin 2) ℝ :=
  !![B / 2 + A * k / 2, flipFlop A I k;
     flipFlop A I k, -B / 2 - A * (k + 1) / 2]

/-- The splitting `R` between the two levels of a block, for `-I-1 ≤ k ≤ I`. -/
def splitting (A I k B : ℝ) : ℝ :=
  √((B + A * (k + 1 / 2)) ^ 2 + A ^ 2 * (I * (I + 1) - k * (k + 1)))

/-- Upper level of the block labelled by `k`. -/
def upperLevel (A I k B : ℝ) : ℝ := -A / 4 + splitting A I k B / 2

/-- Lower level of the block labelled by `k`. -/
def lowerLevel (A I k B : ℝ) : ℝ := -A / 4 - splitting A I k B / 2

/-- Electron transition frequency at nuclear projection `m`, for `B > |A|(I + 1/2)`: the upper level
of the block holding `|↑,m⟩` minus the lower level of the block holding `|↓,m⟩`. -/
def transitionFreq (A I m B : ℝ) : ℝ := upperLevel A I m B - lowerLevel A I (m - 1) B

/-- For `-I-1 ≤ k ≤ I`, a real `E` solves the secular equation of the block exactly when it is the
upper or the lower level. -/
theorem secular_equation (A I k B E : ℝ) (h₁ : -I - 1 ≤ k) (h₂ : k ≤ I) :
    (E • (1 : Matrix (Fin 2) (Fin 2) ℝ) - hfBlock A I k B).det = 0 ↔
      E = upperLevel A I k B ∨ E = lowerLevel A I k B := by
  have hc : 0 ≤ I * (I + 1) - k * (k + 1) := by
    have h := mul_nonneg (sub_nonneg.2 h₂) (show 0 ≤ I + k + 1 by linarith)
    linarith
  have hq : flipFlop A I k ^ 2 = A ^ 2 / 4 * (I * (I + 1) - k * (k + 1)) := by
    unfold flipFlop
    rw [mul_pow, Real.sq_sqrt hc]
    ring
  have hR : splitting A I k B ^ 2 =
      (B + A * (k + 1 / 2)) ^ 2 + A ^ 2 * (I * (I + 1) - k * (k + 1)) := by
    unfold splitting
    exact Real.sq_sqrt (by positivity)
  have hM : E • (1 : Matrix (Fin 2) (Fin 2) ℝ) - hfBlock A I k B =
      !![E - (B / 2 + A * k / 2), -flipFlop A I k;
         -flipFlop A I k, E - (-B / 2 - A * (k + 1) / 2)] := by
    ext i j
    fin_cases i <;> fin_cases j <;> simp [hfBlock]
  -- the characteristic polynomial factorises over the two levels
  have hdet : (E • (1 : Matrix (Fin 2) (Fin 2) ℝ) - hfBlock A I k B).det =
      (E - upperLevel A I k B) * (E - lowerLevel A I k B) := by
    rw [hM, Matrix.det_fin_two_of]
    unfold upperLevel lowerLevel
    linear_combination hR / 4 - hq
  rw [hdet, mul_eq_zero, sub_eq_zero, sub_eq_zero]

/-- If `B + A(I+1/2) ≥ 0`, the upper level at `k = I` is the energy `B/2 + AI/2` of the
stretched state `|↑,I⟩`. -/
theorem upperLevel_stretched (A I B : ℝ) (h : 0 ≤ B + A * (I + 1 / 2)) :
    upperLevel A I I B = B / 2 + A * I / 2 := by
  unfold upperLevel splitting
  rw [sub_self, mul_zero, add_zero, Real.sqrt_sq h]
  ring

/-- If `B - A(I+1/2) ≥ 0`, the lower level at `k = -I-1` is the energy `-B/2 + AI/2` of the
stretched state `|↓,-I⟩`. -/
theorem lowerLevel_stretched (A I B : ℝ) (h : 0 ≤ B - A * (I + 1 / 2)) :
    lowerLevel A I (-I - 1) B = -B / 2 + A * I / 2 := by
  unfold lowerLevel splitting
  rw [show (B + A * (-I - 1 + 1 / 2)) ^ 2 +
      A ^ 2 * (I * (I + 1) - (-I - 1) * (-I - 1 + 1)) = (B - A * (I + 1 / 2)) ^ 2 by ring,
    Real.sqrt_sq h]
  ring

/-- The transition frequency is the mean of the splittings of the two blocks involved. -/
theorem transitionFreq_eq (A I m B : ℝ) :
    transitionFreq A I m B =
      (√((B + A * (m + 1 / 2)) ^ 2 + A ^ 2 * (I * (I + 1) - m * (m + 1))) +
        √((B + A * (m - 1 / 2)) ^ 2 + A ^ 2 * (I * (I + 1) - m * (m - 1)))) / 2 := by
  have e : splitting A I (m - 1) B =
      √((B + A * (m - 1 / 2)) ^ 2 + A ^ 2 * (I * (I + 1) - m * (m - 1))) := by
    unfold splitting
    congr 1
    ring
  unfold transitionFreq upperLevel lowerLevel
  rw [e]
  unfold splitting
  ring

/-- High-field limit for a two-level splitting with diagonal gap `B + a`, where `c` stands for four
times the squared off-diagonal element: the excess over the gap, times `B`, tends to `c/2`. -/
theorem splitting_excess (a c : ℝ) :
    Tendsto (fun B : ℝ => B * (√((B + a) ^ 2 + c) - (B + a))) atTop (𝓝 (c / 2)) := by
  -- rationalise the root and pass to the variable `x = 1/B`
  have hcont : Continuous
      (fun x : ℝ => √((1 + a * x) ^ 2 + c * x ^ 2) + (1 + a * x)) := by fun_prop
  have hden := hcont.tendsto' 0 2 (by norm_num)
  have hlim := ((tendsto_const_nhds (x := c)).div hden two_ne_zero).comp
    (tendsto_inv_atTop_zero (𝕜 := ℝ))
  refine hlim.congr' ?_
  filter_upwards [eventually_gt_atTop (|a| + |c| + 1)] with B hB
  have hB0 : 0 < B := by linarith [abs_nonneg a, abs_nonneg c]
  have hg : |c| + 1 < B + a := by linarith [neg_abs_le a]
  have hg0 : 0 < B + a := by linarith [abs_nonneg c]
  have hnn : 0 ≤ (B + a) ^ 2 + c := by nlinarith [neg_abs_le c, abs_nonneg c]
  change c / (√((1 + a * B⁻¹) ^ 2 + c * B⁻¹ ^ 2) + (1 + a * B⁻¹)) =
    B * (√((B + a) ^ 2 + c) - (B + a))
  have hx0 : 0 < B⁻¹ := inv_pos.2 hB0
  have h : B * B⁻¹ = 1 := mul_inv_cancel₀ hB0.ne'
  generalize B⁻¹ = x at hx0 h ⊢
  have h1 : 1 + a * x = x * (B + a) := by linear_combination -h
  have hs : √((1 + a * x) ^ 2 + c * x ^ 2) = x * √((B + a) ^ 2 + c) := by
    rw [h1, show (x * (B + a)) ^ 2 + c * x ^ 2 = x ^ 2 * ((B + a) ^ 2 + c) by ring,
      Real.sqrt_mul (sq_nonneg x), Real.sqrt_sq hx0.le]
  have hr := Real.sq_sqrt hnn
  have hne : x * √((B + a) ^ 2 + c) + (1 + a * x) ≠ 0 := by
    rw [h1]
    positivity
  rw [hs, div_eq_iff hne]
  linear_combination (B * (√((B + a) ^ 2 + c) - (B + a)) - c) * h - B * x * hr

/-- Second-order hyperfine shift: the deviation of the exact transition frequency from
`B + Am`, times `B`, tends to `A²(I(I+1) - m²)/2` at high field. -/
theorem second_order_shift (A I m : ℝ) :
    Tendsto (fun B : ℝ => B * (transitionFreq A I m B - B - A * m)) atTop
      (𝓝 (A ^ 2 * (I * (I + 1) - m ^ 2) / 2)) := by
  have hR (k : ℝ) : Tendsto
      (fun B : ℝ => B * (splitting A I k B - (B + A * (k + 1 / 2)))) atTop
      (𝓝 (A ^ 2 * (I * (I + 1) - k * (k + 1)) / 2)) := splitting_excess _ _
  -- average the excesses of the two blocks
  have h := ((hR m).add (hR (m - 1))).div_const 2
  rw [show A ^ 2 * (I * (I + 1) - m ^ 2) / 2 =
    (A ^ 2 * (I * (I + 1) - m * (m + 1)) / 2 +
      A ^ 2 * (I * (I + 1) - (m - 1) * (m - 1 + 1)) / 2) / 2 by ring]
  refine h.congr fun B => ?_
  unfold transitionFreq upperLevel lowerLevel
  ring

/-- The spacing of the lines `m` and `m - 1` deviates from `A` by an amount which, times `B`,
tends to `A²(1 - 2m)/2` at high field. -/
theorem line_spacing (A I m : ℝ) :
    Tendsto (fun B : ℝ => B * (transitionFreq A I m B - transitionFreq A I (m - 1) B - A))
      atTop (𝓝 (A ^ 2 * (1 - 2 * m) / 2)) := by
  have h := (second_order_shift A I m).sub (second_order_shift A I (m - 1))
  rw [show A ^ 2 * (1 - 2 * m) / 2 = A ^ 2 * (I * (I + 1) - m ^ 2) / 2 -
    A ^ 2 * (I * (I + 1) - (m - 1) ^ 2) / 2 by ring]
  refine h.congr fun B => ?_
  ring

/-- Field-swept form: with `v` the frequency resonant at field `B`, the displacement of `B`
below `v - Am`, times `v`, tends to `A²(I(I+1) - m²)/2` at high field. -/
theorem resonance_field_shift (A I m : ℝ) :
    Tendsto (fun B : ℝ => transitionFreq A I m B * (transitionFreq A I m B - A * m - B))
      atTop (𝓝 (A ^ 2 * (I * (I + 1) - m ^ 2) / 2)) := by
  have h := second_order_shift A I m
  -- the shift itself vanishes at high field
  have h0 : Tendsto (fun B : ℝ => transitionFreq A I m B - B - A * m) atTop (𝓝 0) := by
    have h' := (tendsto_inv_atTop_zero (𝕜 := ℝ)).mul h
    rw [zero_mul] at h'
    refine h'.congr' ?_
    filter_upwards [eventually_gt_atTop (0 : ℝ)] with B hB
    rw [← mul_assoc, inv_mul_cancel₀ hB.ne', one_mul]
  have h2 := h.add ((h0.add_const (A * m)).mul h0)
  rw [mul_zero, add_zero] at h2
  refine h2.congr fun B => ?_
  ring

end

end SecondOrderHyperfine
```

```lean
#print axioms SecondOrderHyperfine.transitionFreq_eq
#print axioms SecondOrderHyperfine.second_order_shift
#print axioms SecondOrderHyperfine.line_spacing
#print axioms SecondOrderHyperfine.resonance_field_shift
```

```
'SecondOrderHyperfine.transitionFreq_eq' depends on axioms: [propext, Classical.choice, Quot.sound]
'SecondOrderHyperfine.second_order_shift' depends on axioms: [propext, Classical.choice, Quot.sound]
'SecondOrderHyperfine.line_spacing' depends on axioms: [propext, Classical.choice, Quot.sound]
'SecondOrderHyperfine.resonance_field_shift' depends on axioms: [propext, Classical.choice, Quot.sound]
```

## Exact block levels and a limit without an error bound

In the file, `B` is the electron Zeeman energy, not the magnetic flux density, and `hfBlock A I k B` is the matrix on $|{\uparrow},k\rangle$, $|{\downarrow},k+1\rangle$. The function `splitting` is $R$, and `transitionFreq` is defined as the level difference described above. The theorem `transitionFreq_eq` identifies it with $(R_1+R_{-1})/2$.

`secular_equation` says that, for $-I-1\le k\le I$, a real number $E$ solves the secular equation of the block exactly when it is the upper or the lower level. The bounds on $k$ make the radicand in the flip-flop element nonnegative. The proof squares both roots and factorises the determinant; `linear_combination` does the algebra.

At the ends of the ladder, a block contains only one physical state. `upperLevel_stretched` and `lowerLevel_stretched` show that the levels used there have the energies of $|{\uparrow},I\rangle$ and $|{\downarrow},-I\rangle$, provided that $B+A(I+\tfrac12)\ge0$ and $B-A(I+\tfrac12)\ge0$ respectively. Both conditions hold at sufficiently high field.

`splitting_excess` carries the analysis. It rationalises the root, uses continuity in $x=1/B$ at $x=0$, where the denominator is 2, and restricts to $B>|a|+|c|+1$, where the manipulation is valid. `second_order_shift` applies it to blocks $m$ and $m-1$ and averages. `line_spacing` subtracts two such limits, and `resonance_field_shift` first proves $\delta\to0$ and then uses the decomposition of $v\delta$ above.

The three limits hold for all real `A`, `I` and `m`; physical use requires an integer or half-integer $I\ge0$ and $m=-I,\dots,I$, with $m-1$ also in that range for the spacing. They give no error bound at finite $B$, so they do not say how large the field must be for a required accuracy. The field-swept theorem follows the pair $(B,v)$ as $B$ grows; it does not establish that a given frequency has a unique resonance field.

The block entries and the choice of levels for the transition enter as definitions. Starting from spin matrices on the full $2(2I+1)$-dimensional space would move the block decomposition into the proof. It would also restrict $I$ and $m$ to their physical values and require a rule for selecting the two eigenvalues, while the limiting constant would stay the same.

The model has one nucleus and an isotropic coupling. Anisotropic $g$ or hyperfine tensors, quadrupole coupling, further nuclei and electron spins above 1/2 need their own treatment, as do line intensities and widths.
